# Averaging a field gradient over N-fold rotations, N ≥ 3, leaves an axial tensor

## Tensor, axis and rotation

Let $n\in\mathbb R^3$ be a unit vector, and let $V$ be a real symmetric $3\times3$ matrix with trace $t$. An electric field gradient has $t=0$: its isotropic part would not couple to the nuclear quadrupole moment, and is left out by convention. Write

$$P=nn^T,\qquad Q=1-P,\qquad Kv=n\times v,\qquad a=n^TVn .$$

The rotation by an angle $\varphi$ about $n$ is, by Rodrigues' formula,

$$R(\varphi)=P+\cos\varphi\,Q+\sin\varphi\,K .$$

Set $\theta=2\pi/N$ and $R=R(\theta)$. The average is

$$\overline V=\frac1N\sum_{k=0}^{N-1}R^kVR^{-k}.$$

It describes a nucleus at which the field gradient jumps among $N$ equally populated orientations, fast compared with the quadrupole coupling. For $N\ge3$ and $t=0$,

$$\overline V=\frac a2\,(3nn^T-1).$$

Only one number of the original tensor survives, and the two principal values perpendicular to $n$ become equal. For $N=2$ the formula can fail.

## Rotations about one axis add their angles

From $P^2=P$, $PK=KP=0$ and $K^2=P-1=-Q$ it follows that $PQ=0$, $Q^2=Q$ and $QK=KQ=K$. Hence

$$R(\alpha)R(\beta)=P+(\cos\alpha\cos\beta-\sin\alpha\sin\beta)Q+(\sin\alpha\cos\beta+\cos\alpha\sin\beta)K=R(\alpha+\beta).$$

Since $R(0)=1$, this gives $R^{-1}=R(-\theta)$ and $R^k=R(k\theta)$.

## Two harmonics and a constant

With $c=\cos\varphi$ and $s=\sin\varphi$, expanding $R(\varphi)VR(-\varphi)$ gives

$$PVP+c(PVQ+QVP)+s(KVP-PVK)+c^2QVQ-s^2KVK+cs(KVQ-QVK).$$

Now insert $c^2=(1+\cos2\varphi)/2$, $s^2=(1-\cos2\varphi)/2$ and $cs=\tfrac12\sin2\varphi$. The constant part is

$$PVP+\tfrac12(QVQ-KVK),$$

and everything else oscillates with $\varphi$ or $2\varphi$.

In the average $\varphi=k\theta$, so we need sums with step $\delta=\theta$ or $\delta=2\theta$ (the step is called `φ` in `harmonic_sum`). Let $C=\sum_{k=0}^{N-1}\cos k\delta$ and $S=\sum_{k=0}^{N-1}\sin k\delta$. Because $N\delta$ is a multiple of $2\pi$, shifting $k$ by one changes neither sum:

$$C=C\cos\delta-S\sin\delta,\qquad S=S\cos\delta+C\sin\delta .$$

This linear system has determinant $(1-\cos\delta)^2+\sin^2\delta=2(1-\cos\delta)$, so $C=S=0$ unless $\cos\delta=1$. For $N\ge3$ both steps, $2\pi/N$ and $4\pi/N$, lie strictly between $0$ and $2\pi$, and both harmonics vanish.

## The constant part

First, $PVP=n(n^TVn)n^T=aP$. For the rest, take a right-handed orthonormal basis $e_1,e_2,n$, in which $Ke_1=e_2$ and $Ke_2=-e_1$. On the transverse plane,

$$QVQ=\begin{pmatrix}A&B\\B&D\end{pmatrix},\qquad KVK=\begin{pmatrix}-D&B\\B&-A\end{pmatrix}.$$

Therefore $QVQ-KVK=(A+D)Q=(t-a)Q$, and

$$\overline V=aP+\frac{t-a}2\,(1-P).$$

This holds for any symmetric tensor, including the symmetric part of a shielding tensor. Setting $t=0$ gives $\tfrac a2(3P-1)$.

## Twofold flips

For $N=2$ the second step is $2\theta=2\pi$, so the second harmonic survives. Directly, $R=P-Q$ and

$$\overline V=\tfrac12\big[(P+Q)V(P+Q)+(P-Q)V(P-Q)\big]=PVP+QVQ .$$

Take $n=\hat z$ and let $V$ have only the elements $V_{xy}=V_{yx}=1$. The flip leaves $V$ unchanged, whereas $a=0$ makes the axial formula give zero.

## In a line-shape calculation

For fast, equally populated $N$-fold jumps of a rigid traceless tensor about $n$, with $N\ge3$, a simulation to first order in the coupling can replace the average of the rotated tensors by the axial tensor $\tfrac a2(3nn^T-1)$, which is fixed by the single number $a=n^TVn$. If $V=\tfrac{V_0}2(3uu^T-1)$ is axial about a unit bond vector $u$ at angle $\beta$ to $n$, then $a=V_0(3\cos^2\beta-1)/2$. Take a deuterated methyl group with ideal tetrahedral geometry that jumps about its threefold axis, and let the tensor at each deuteron be axial about its C–D bond. Then $\cos^2\beta=1/9$, and the coupling is multiplied by $-1/3$.

## Reading the Lean statements

Vectors are functions `Fin 3 → ℝ`, so $x,y,z$ are the indices 0, 1, 2. `axisProj n` is $P$, `crossMatrix n` is $K$, and `rotationAverage N n V` is $\overline V$, written with actual matrix powers and the matrix inverse. The hypothesis `n ⬝ᵥ n = 1` makes $n$ a unit vector, and `n ⬝ᵥ V *ᵥ n` is $a$.

`average_fieldGradient` assumes `3 ≤ N`, symmetry and zero trace; `average_symmetric` drops the trace condition. `average_twofold` needs no symmetry of $V$, and `twofold_counterexample` records that `shearGradient`, the tensor above with only $V_{xy}=V_{yx}=1$, satisfies the symmetry and trace hypotheses while violating the formula. Fast exchange and equal populations enter through the choice of average and are not derived; intermediate jump rates are not treated.

A different model would integrate over a continuous angle, as for free rotation about $n$. Both harmonics then integrate to zero at once, but the distinction between twofold and higher jumps disappears.

## The file and its proof

```lean
import Mathlib

open Matrix Finset

namespace FieldGradientRotationAverage

noncomputable section

/-- The matrix n nᵀ, which projects on the axis when n is a unit vector. -/
def axisProj (n : Fin 3 → ℝ) : Matrix (Fin 3) (Fin 3) ℝ := vecMulVec n n

/-- The matrix of the cross product with n. -/
def crossMatrix (n : Fin 3 → ℝ) : Matrix (Fin 3) (Fin 3) ℝ :=
  !![0, -n 2, n 1; n 2, 0, -n 0; -n 1, n 0, 0]

/-- Rodrigues' formula for the rotation by the angle θ about the unit axis n. -/
def rotation (n : Fin 3 → ℝ) (θ : ℝ) : Matrix (Fin 3) (Fin 3) ℝ :=
  axisProj n + Real.cos θ • (1 - axisProj n) + Real.sin θ • crossMatrix n

/-- The average of R^k V R^(-k) over k = 0, ..., N-1, with R the rotation by 2π/N about n. -/
def rotationAverage (N : ℕ) (n : Fin 3 → ℝ) (V : Matrix (Fin 3) (Fin 3) ℝ) :
    Matrix (Fin 3) (Fin 3) ℝ :=
  (N : ℝ)⁻¹ • ∑ k ∈ range N,
    rotation n (2 * Real.pi / N) ^ k * V * (rotation n (2 * Real.pi / N))⁻¹ ^ k

/-- Rotations about a common unit axis compose by adding their angles. -/
theorem rotation_mul {n : Fin 3 → ℝ} (hn : n ⬝ᵥ n = 1) (a b : ℝ) :
    rotation n a * rotation n b = rotation n (a + b) := by
  have hPP : axisProj n * axisProj n = axisProj n := by
    have h : axisProj n * axisProj n = (n ⬝ᵥ n) • axisProj n := by
      ext i j
      simp only [axisProj, Matrix.mul_apply, vecMulVec_apply, Matrix.smul_apply,
        smul_eq_mul, dotProduct, Fin.sum_univ_three]
      ring
    rw [h, hn, one_smul]
  have hPK : axisProj n * crossMatrix n = 0 := by
    ext i j
    simp only [axisProj, Matrix.mul_apply, vecMulVec_apply, Fin.sum_univ_three]
    fin_cases j <;> simp [crossMatrix] <;> ring
  have hKP : crossMatrix n * axisProj n = 0 := by
    ext i j
    simp only [axisProj, Matrix.mul_apply, vecMulVec_apply, Fin.sum_univ_three]
    fin_cases i <;> simp [crossMatrix] <;> ring
  have hKK : crossMatrix n * crossMatrix n = axisProj n - 1 := by
    have h : crossMatrix n * crossMatrix n = axisProj n - (n ⬝ᵥ n) • 1 := by
      ext i j
      simp only [axisProj, Matrix.mul_apply, vecMulVec_apply, Matrix.sub_apply,
        Matrix.smul_apply, smul_eq_mul, dotProduct, Fin.sum_univ_three]
      fin_cases i <;> fin_cases j <;> simp [crossMatrix] <;> ring
    rw [h, hn, one_smul]
  simp only [rotation, Real.cos_add, Real.sin_add, Matrix.mul_add, Matrix.add_mul,
    Matrix.mul_sub, Matrix.sub_mul, Matrix.smul_mul, Matrix.mul_smul, Matrix.mul_one,
    Matrix.one_mul, hPP, hPK, hKP, hKK]
  module

/-- The inverse of a rotation about a unit axis is the rotation by the opposite angle. -/
theorem rotation_inv {n : Fin 3 → ℝ} (hn : n ⬝ᵥ n = 1) (θ : ℝ) :
    (rotation n θ)⁻¹ = rotation n (-θ) := by
  apply Matrix.inv_eq_right_inv
  rw [rotation_mul hn, add_neg_cancel]
  simp [rotation]

/-- Repeating a rotation k times multiplies its angle by k. -/
theorem rotation_pow {n : Fin 3 → ℝ} (hn : n ⬝ᵥ n = 1) (θ : ℝ) (k : ℕ) :
    rotation n θ ^ k = rotation n (k * θ) := by
  induction k with
  | zero => simp [rotation]
  | succ k ih =>
    rw [pow_succ, ih, rotation_mul hn]
    congr 1
    push_cast
    ring

/-- For any matrices P, Q, K and V, the product (P + cos θ Q + sin θ K) V (P + cos θ Q - sin θ K) is
a constant part plus first and second harmonics of θ. -/
theorem harmonic_decomposition (P Q K V : Matrix (Fin 3) (Fin 3) ℝ) (θ : ℝ) :
    (P + Real.cos θ • Q + Real.sin θ • K) * V * (P + Real.cos θ • Q + (-Real.sin θ) • K) =
      (P * V * P + (1 / 2 : ℝ) • (Q * V * Q - K * V * K))
      + Real.cos θ • (P * V * Q + Q * V * P) + Real.sin θ • (K * V * P - P * V * K)
      + Real.cos (2 * θ) • ((1 / 2 : ℝ) • (Q * V * Q + K * V * K))
      + Real.sin (2 * θ) • ((1 / 2 : ℝ) • (K * V * Q - Q * V * K)) := by
  have hc : Real.cos θ ^ 2 = 1 - Real.sin θ ^ 2 := by
    linarith [Real.sin_sq_add_cos_sq θ]
  have h2 : Real.cos (2 * θ) = 1 - 2 * Real.sin θ ^ 2 := by
    rw [Real.cos_two_mul, hc]; ring
  have hq : (Real.cos θ * Real.cos θ) • (Q * V * Q)
      = (1 - Real.sin θ ^ 2) • (Q * V * Q) := by rw [← hc, pow_two]
  rw [h2, Real.sin_two_mul]
  simp only [Matrix.mul_add, Matrix.add_mul, Matrix.smul_mul, Matrix.mul_smul]
  linear_combination (norm := module) hq

/-- If N steps of φ make a whole number of turns but a single step does not, then the cosines of kφ
for k = 0, ..., N-1 sum to zero, and so do the sines. -/
theorem harmonic_sum (N : ℕ) (φ : ℝ) (hφ : Real.cos φ ≠ 1)
    (h1 : Real.cos (N * φ) = 1) (h2 : Real.sin (N * φ) = 0) :
    ∑ k ∈ range N, Real.cos (k * φ) = 0 ∧ ∑ k ∈ range N, Real.sin (k * φ) = 0 := by
  -- shifting every angle by one step leaves both sums unchanged
  have hC := (sum_range_succ' (fun k : ℕ => Real.cos (k * φ)) N).symm.trans
    (sum_range_succ _ N)
  have hS := (sum_range_succ' (fun k : ℕ => Real.sin (k * φ)) N).symm.trans
    (sum_range_succ _ N)
  simp only [Nat.cast_add, Nat.cast_one, add_mul, one_mul, Real.cos_add, Nat.cast_zero,
    zero_mul, Real.cos_zero, h1, sum_sub_distrib, ← sum_mul] at hC
  simp only [Nat.cast_add, Nat.cast_one, add_mul, one_mul, Real.sin_add, Nat.cast_zero,
    zero_mul, Real.sin_zero, h2, sum_add_distrib, ← sum_mul] at hS
  have hp := Real.sin_sq_add_cos_sq φ
  have hne : 1 - Real.cos φ ≠ 0 := fun h => hφ (by linarith)
  set C := ∑ k ∈ range N, Real.cos (k * φ)
  set S := ∑ k ∈ range N, Real.sin (k * φ)
  constructor
  · apply (mul_eq_zero.mp _).resolve_left hne
    linear_combination (-(1 - Real.cos φ) / 2) * hC + (Real.sin φ / 2) * hS - (C / 2) * hp
  · apply (mul_eq_zero.mp _).resolve_left hne
    linear_combination (-Real.sin φ / 2) * hC - ((1 - Real.cos φ) / 2) * hS - (S / 2) * hp

/-- For N ≥ 3 the average of a symmetric tensor V has the value n·Vn along the axis n and
the value (tr V - n·Vn)/2 in the plane perpendicular to it. -/
theorem average_symmetric {N : ℕ} (hN : 3 ≤ N) {n : Fin 3 → ℝ} (hn : n ⬝ᵥ n = 1)
    {V : Matrix (Fin 3) (Fin 3) ℝ} (hV : V.IsSymm) :
    rotationAverage N n V = (n ⬝ᵥ V *ᵥ n) • axisProj n
      + ((V.trace - n ⬝ᵥ V *ᵥ n) / 2) • (1 - axisProj n) := by
  have hN3 : (3 : ℝ) ≤ N := by exact_mod_cast hN
  have hN0 : (N : ℝ) ≠ 0 := by linarith
  have hpi := Real.pi_pos
  set θ : ℝ := 2 * Real.pi / N with hθ
  have hNθ : (N : ℝ) * θ = 2 * Real.pi := by rw [hθ]; field_simp
  have hθ0 : 0 < θ := by rw [hθ]; positivity
  have hθ2 : 2 * θ < 2 * Real.pi := by nlinarith
  -- both harmonics average to zero
  obtain ⟨c1, s1⟩ := harmonic_sum N θ
    (fun h => hθ0.ne' ((Real.cos_eq_one_iff_of_lt_of_lt (by linarith) (by linarith)).mp h))
    (by rw [hNθ, Real.cos_two_pi]) (by rw [hNθ, Real.sin_two_pi])
  have hN2 : (N : ℝ) * (2 * θ) = 2 * (2 * Real.pi) := by linarith
  obtain ⟨c2, s2⟩ := harmonic_sum N (2 * θ)
    (fun h => by
      have := (Real.cos_eq_one_iff_of_lt_of_lt (by linarith) hθ2).mp h
      linarith)
    (by rw [hN2, Real.cos_two_mul, Real.cos_two_pi]; norm_num)
    (by rw [hN2, Real.sin_two_mul, Real.sin_two_pi]; norm_num)
  have hk : ∀ k : ℕ, rotation n θ ^ k * V * (rotation n θ)⁻¹ ^ k =
      (axisProj n + Real.cos (k * θ) • (1 - axisProj n) + Real.sin (k * θ) • crossMatrix n)
        * V * (axisProj n + Real.cos (k * θ) • (1 - axisProj n)
          + (-Real.sin (k * θ)) • crossMatrix n) := fun k => by
    rw [rotation_inv hn, rotation_pow hn, rotation_pow hn, mul_neg]
    simp only [rotation, Real.cos_neg, Real.sin_neg]
  have hdbl : ∀ k : ℕ, 2 * ((k : ℝ) * θ) = k * (2 * θ) := fun k => by ring
  -- the constant part, evaluated with the symmetry of V
  have hPVP : axisProj n * V * axisProj n = (n ⬝ᵥ V *ᵥ n) • axisProj n := by
    ext i j
    simp only [axisProj, Matrix.mul_apply, vecMulVec_apply, Matrix.smul_apply,
      smul_eq_mul, dotProduct, mulVec, Fin.sum_univ_three]
    ring
  have hKVK : crossMatrix n * V * crossMatrix n =
      (n ⬝ᵥ V *ᵥ n - V.trace * (n ⬝ᵥ n)) • 1 + V.trace • axisProj n + (n ⬝ᵥ n) • V
        - V * axisProj n - axisProj n * V := by
    have h10 : V 1 0 = V 0 1 := hV.apply 0 1
    have h20 : V 2 0 = V 0 2 := hV.apply 0 2
    have h21 : V 2 1 = V 1 2 := hV.apply 1 2
    ext i j
    simp only [axisProj, Matrix.mul_apply, vecMulVec_apply, Matrix.sub_apply,
      Matrix.add_apply, Matrix.smul_apply, smul_eq_mul, dotProduct, mulVec,
      Matrix.trace, Matrix.diag_apply, Fin.sum_univ_three]
    fin_cases i <;> fin_cases j <;> simp [crossMatrix, h10, h20, h21] <;> ring
  rw [hn] at hKVK
  rw [rotationAverage, ← hθ,
    sum_congr rfl (fun k _ => (hk k).trans (harmonic_decomposition _ _ _ V _)),
    sum_add_distrib, sum_add_distrib, sum_add_distrib, sum_add_distrib,
    ← sum_smul, ← sum_smul, ← sum_smul, ← sum_smul]
  simp only [hdbl, c1, s1, c2, s2, zero_smul, add_zero, sum_const, card_range]
  rw [← Nat.cast_smul_eq_nsmul ℝ, smul_smul, inv_mul_cancel₀ hN0, one_smul, hKVK]
  simp only [Matrix.mul_sub, Matrix.sub_mul, Matrix.mul_one, Matrix.one_mul, hPVP]
  module

/-- For N ≥ 3 the average of a symmetric traceless field gradient V over the N-fold
rotations about n is (n·Vn)(3nnᵀ - 1)/2. -/
theorem average_fieldGradient {N : ℕ} (hN : 3 ≤ N) {n : Fin 3 → ℝ} (hn : n ⬝ᵥ n = 1)
    {V : Matrix (Fin 3) (Fin 3) ℝ} (hV : V.IsSymm) (htr : V.trace = 0) :
    rotationAverage N n V = ((n ⬝ᵥ V *ᵥ n) / 2) • ((3 : ℝ) • axisProj n - 1) := by
  rw [average_symmetric hN hn hV, htr]
  module

/-- The twofold average of any tensor keeps its axial block and its full transverse block,
and removes the elements that couple them. -/
theorem average_twofold {n : Fin 3 → ℝ} (hn : n ⬝ᵥ n = 1) (V : Matrix (Fin 3) (Fin 3) ℝ) :
    rotationAverage 2 n V = axisProj n * V * axisProj n
      + (1 - axisProj n) * V * (1 - axisProj n) := by
  have h2 : 2 * Real.pi / ((2 : ℕ) : ℝ) = Real.pi := by push_cast; ring
  rw [rotationAverage, rotation_inv hn, h2, sum_range_succ, sum_range_one]
  simp only [pow_zero, pow_one, rotation, Real.cos_neg, Real.sin_neg, Real.cos_pi,
    Real.sin_pi, neg_zero, zero_smul, add_zero, Nat.cast_ofNat, Matrix.mul_add,
    Matrix.add_mul, Matrix.mul_sub, Matrix.sub_mul, Matrix.smul_mul, Matrix.mul_smul,
    Matrix.mul_one, Matrix.one_mul]
  module

/-- A field gradient whose only non-zero elements are the xy and yx elements. -/
def shearGradient : Matrix (Fin 3) (Fin 3) ℝ := !![0, 1, 0; 1, 0, 0; 0, 0, 0]

/-- The shear gradient is symmetric and traceless, but its twofold average about z differs
from the expression that holds for N ≥ 3. -/
theorem twofold_counterexample :
    shearGradient.IsSymm ∧ shearGradient.trace = 0 ∧
      rotationAverage 2 ![0, 0, 1] shearGradient ≠
        ((![0, 0, 1] ⬝ᵥ shearGradient *ᵥ ![0, 0, 1]) / 2) •
          ((3 : ℝ) • axisProj ![0, 0, 1] - 1) := by
  refine ⟨?_, ?_, ?_⟩
  · ext i j
    fin_cases i <;> fin_cases j <;> simp [shearGradient]
  · simp [shearGradient, Matrix.trace, Fin.sum_univ_three]
  · rw [average_twofold (by simp [dotProduct, Fin.sum_univ_three])]
    intro h
    -- compare the xy elements
    have h01 := congrFun (congrFun h 0) 1
    simp only [axisProj, Matrix.add_apply, Matrix.mul_apply, Matrix.sub_apply,
      Matrix.smul_apply, smul_eq_mul, vecMulVec_apply, dotProduct, mulVec,
      Fin.sum_univ_three] at h01
    simp [shearGradient] at h01

end

end FieldGradientRotationAverage
```

```lean
#print axioms FieldGradientRotationAverage.average_fieldGradient
#print axioms FieldGradientRotationAverage.twofold_counterexample
```

```
'FieldGradientRotationAverage.average_fieldGradient' depends on axioms: [propext, Classical.choice, Quot.sound]
'FieldGradientRotationAverage.twofold_counterexample' depends on axioms: [propext, Classical.choice, Quot.sound]
```

`rotation_mul` first establishes the products of $P$ and $K$ entry by entry, then expands the two rotations; `module` collects the coefficients. `rotation_inv` exhibits $R(-\theta)$ as a right inverse, and `rotation_pow` is an induction on $k$.

`harmonic_decomposition` expands the products and applies trigonometric identities; it uses no relations among $P,Q,K$, which are arbitrary matrices there. In `harmonic_sum`, a sum of $N+1$ terms is split once at its first term and once at its last. Comparing the two gives the shift equations `hC` and `hS`, and each `linear_combination` solves the linear system for one unknown.

`average_symmetric` checks that neither step has cosine 1, using the bounds on the angles, and removes the harmonics. In place of the adapted basis above, `hKVK` proves a basis-free expression for $KVK$ by comparing entries; this is where the symmetry of $V$ enters. Setting the trace to zero then yields `average_fieldGradient`.

`average_twofold` adds the two terms directly. The counterexample compares the $xy$ entries, which are 1 on the left and 0 on the right.
